# Every complex number is a root of a contracted eigenproblem exactly when its basis states are linearly dependent

Let $H$ be a complex square matrix and let the columns of $B$ be the contracted basis states. The equation
$$B^\dagger H B\,c = E\,B^\dagger B\,c$$
has a nonzero solution $c$ for every complex $E$ if and only if those columns are linearly dependent. Even then, at most $\operatorname{rank} B$ distinct energies belong to a nonvanishing state $Bc$. In internally contracted multireference methods that lead to such a finite matrix equation, an unremoved exact redundancy therefore makes all but finitely many roots spurious.

```lean
import Mathlib

open Matrix
open scoped ComplexOrder

namespace ContractedEigenproblem

variable {n m : Type*} [Fintype n] [Fintype m]
```

The index sets `n` and `m` are finite: `n` labels the underlying orthonormal basis and `m` the contracted states. I write $|m|$ for the number of columns.

```lean
/-- The coefficients `c` solve the contracted equation `Bᴴ H B c = E Bᴴ B c`. -/
def Solves (H : Matrix n n ℂ) (B : Matrix n m ℂ) (E : ℂ) (c : m → ℂ) : Prop :=
  (Bᴴ * H * B) *ᵥ c = E • ((Bᴴ * B) *ᵥ c)
```

`Solves` is the equation above. The symbol `ᴴ` is the conjugate transpose, `*ᵥ` applies a matrix to a vector, and `•` multiplies by a scalar. $H$ need not be Hermitian, and $E$ may be any complex number.

```lean
/-- `E` is a root: the contracted equation has a nonzero coefficient vector as solution. -/
def IsRoot (H : Matrix n n ℂ) (B : Matrix n m ℂ) (E : ℂ) : Prop :=
  ∃ c : m → ℂ, c ≠ 0 ∧ Solves H B E c
```

A root needs only a nonzero coefficient vector, which may still describe the zero state.

```lean
/-- `E` is a genuine root: some solution `c` describes a nonvanishing state `B c`. -/
def IsGenuineRoot (H : Matrix n n ℂ) (B : Matrix n m ℂ) (E : ℂ) : Prop :=
  ∃ c : m → ℂ, B *ᵥ c ≠ 0 ∧ Solves H B E c
```

A genuine root requires $Bc \neq 0$.

```lean
omit [Fintype n] in
/-- The columns of `B` are linearly dependent exactly when some nonzero coefficient vector
describes the zero state. -/
theorem dependent_iff (B : Matrix n m ℂ) :
    ¬ LinearIndependent ℂ B.col ↔ ∃ c : m → ℂ, c ≠ 0 ∧ B *ᵥ c = 0 := by
  rw [← Matrix.mulVec_injective_iff]
  constructor
  · intro h
    by_contra hno
    apply h
    intro x y hxy
    by_contra hne
    refine hno ⟨x - y, sub_ne_zero.2 hne, ?_⟩
    rw [Matrix.mulVec_sub]
    exact sub_eq_zero.2 hxy
  · rintro ⟨c, hc, h0⟩ hinj
    apply hc
    apply hinj
    change B *ᵥ c = B *ᵥ 0
    rw [h0, Matrix.mulVec_zero]
```

`B.col` is the family of columns. They are independent exactly when $c \mapsto Bc$ is injective, which is the Mathlib lemma in the first `rw`. If injectivity fails, there are $x \neq y$ with $Bx = By$, and $c = x - y$ is a nonzero vector with $Bc = 0$. Conversely, such a $c$ has the same image as $0$, so the map is not injective.

```lean
/-- An energy is a root exactly when the columns of `B` are linearly dependent or the energy
is a genuine root. -/
theorem isRoot_iff (H : Matrix n n ℂ) (B : Matrix n m ℂ) (E : ℂ) :
    IsRoot H B E ↔ ¬ LinearIndependent ℂ B.col ∨ IsGenuineRoot H B E := by
  constructor
  · rintro ⟨c, hc, h⟩
    by_cases h0 : B *ᵥ c = 0
    · exact Or.inl ((dependent_iff B).2 ⟨c, hc, h0⟩)
    · exact Or.inr ⟨c, h0, h⟩
  · rintro (h | ⟨c, hc, h⟩)
    · obtain ⟨c, hc, h0⟩ := (dependent_iff B).1 h
      refine ⟨c, hc, ?_⟩
      -- both sides of the equation vanish, whatever the energy
      unfold Solves
      rw [← Matrix.mulVec_mulVec c (Bᴴ * H) B, ← Matrix.mulVec_mulVec c Bᴴ B, h0]
      simp
    · refine ⟨c, ?_, h⟩
      rintro rfl
      exact hc (Matrix.mulVec_zero B)
```

Take a root with solution $c \neq 0$. If $Bc = 0$, the columns are dependent; otherwise the root is genuine. The tactic `by_cases` makes this split.

For the other direction, suppose that the columns are dependent and choose $c \neq 0$ with $Bc = 0$. Then
$$B^\dagger H(Bc) = 0 = E\,B^\dagger(Bc)$$
for any $E$. If instead $E$ is a genuine root, $Bc \neq 0$ already implies $c \neq 0$.

```lean
/-- There are at most `rank B` distinct genuine roots, whether or not the columns of `B` are
linearly dependent. -/
theorem genuine_card_le_rank (H : Matrix n n ℂ) (B : Matrix n m ℂ) (s : Finset ℂ)
    (hs : ∀ E ∈ s, IsGenuineRoot H B E) : s.card ≤ B.rank := by
  classical
  let W := LinearMap.range B.mulVecLin
  let G : W →ₗ[ℂ] (m → ℂ) := Bᴴ.mulVecLin ∘ₗ W.subtype
  let F : W →ₗ[ℂ] (m → ℂ) := (Bᴴ * H).mulVecLin ∘ₗ W.subtype
  -- a state in the range of `B` orthogonal to all columns of `B` vanishes
  have hG : LinearMap.ker G = ⊥ := by
    rw [LinearMap.ker_eq_bot']
    rintro ⟨x, c, rfl⟩ hx
    have h : Bᴴ *ᵥ (B *ᵥ c) = 0 := hx
    rw [Matrix.mulVec_mulVec] at h
    exact Subtype.ext ((Matrix.conjTranspose_mul_self_mulVec_eq_zero B c).1 h)
  obtain ⟨L, hL⟩ := LinearMap.exists_leftInverse_of_injective G hG
  have hs' : ∀ E : s, ∃ c : m → ℂ, B *ᵥ c ≠ 0 ∧ Solves H B (E : ℂ) c :=
    fun E => hs E E.2
  choose c hc hsol using hs'
  let x : s → W := fun E => ⟨B *ᵥ c E, c E, rfl⟩
  -- each genuine root is an eigenvalue of the compressed operator `L ∘ F`
  have hx : ∀ E : s, (L ∘ₗ F) (x E) = (E : ℂ) • x E := by
    intro E
    have h : F (x E) = (E : ℂ) • G (x E) := by
      change (Bᴴ * H) *ᵥ (B *ᵥ c E) = (E : ℂ) • (Bᴴ *ᵥ (B *ᵥ c E))
      rw [Matrix.mulVec_mulVec, Matrix.mulVec_mulVec]
      exact hsol E
    have hLx : L (G (x E)) = x E := LinearMap.congr_fun hL (x E)
    rw [LinearMap.comp_apply, h, map_smul, hLx]
  -- eigenvectors of distinct eigenvalues are independent
  have li : LinearIndependent ℂ x :=
    Module.End.eigenvectors_linearIndependent' (L ∘ₗ F) (fun E : s => (E : ℂ))
      Subtype.val_injective x
      (fun E => ⟨Module.End.mem_eigenspace_iff.2 (hx E),
        fun h => hc E (congrArg Subtype.val h)⟩)
  have hcard := li.fintype_card_le_finrank
  rw [Fintype.card_coe] at hcard
  exact hcard
```

The finite set `s` holds distinct genuine roots, and the theorem bounds its size. Let $W$ be the range of $B$, and define on it $Gx = B^\dagger x$ and $Fx = B^\dagger Hx$.

First, $G$ is injective. If $x = Bc$ and $B^\dagger x = 0$, then
$$\|x\|^2 = c^\dagger B^\dagger B c = 0,$$
so $x = 0$. This is `hG`. Hence $G$ has a left inverse $L$, with $LGx = x$ on $W$.

For a genuine root $E$ with solution $c$, put $x = Bc \neq 0$. The contracted equation reads $Fx = E\,Gx$, and applying $L$ gives
$$LFx = E\,x,$$
which is `hx`. Thus $E$ is an eigenvalue of the operator $LF$ on $W$. Eigenvectors for distinct eigenvalues are linearly independent (`li`), and $W$ has dimension $\operatorname{rank} B$, so there are no more than that many genuine roots. The command `choose` picks one solution for each root.

```lean
/-- If the contracted equation has more distinct roots than `B` has columns, then the columns
are linearly dependent. -/
theorem dependent_of_many_roots (H : Matrix n n ℂ) (B : Matrix n m ℂ) (s : Finset ℂ)
    (hcard : Fintype.card m < s.card) (hs : ∀ E ∈ s, IsRoot H B E) :
    ¬ LinearIndependent ℂ B.col := by
  intro hli
  have h := genuine_card_le_rank H B s
    (fun E hE => ((isRoot_iff H B E).1 (hs E hE)).resolve_left (not_not_intro hli))
  exact absurd (h.trans (Matrix.rank_le_card_width B)) (not_le_of_gt hcard)
```

If the columns were independent, every root would be genuine by `isRoot_iff`. There would then be at most $\operatorname{rank} B \le |m|$ of them, contradicting the assumption of more than $|m|$ roots.

```lean
/-- Every complex number is a root of the contracted equation if and only if the columns of
`B` are linearly dependent. -/
theorem every_energy_isRoot_iff (H : Matrix n n ℂ) (B : Matrix n m ℂ) :
    (∀ E : ℂ, IsRoot H B E) ↔ ¬ LinearIndependent ℂ B.col := by
  constructor
  · intro h
    -- one energy more than there are columns already decides the matter
    obtain ⟨s, hs⟩ := Infinite.exists_subset_card_eq ℂ (Fintype.card m + 1)
    exact dependent_of_many_roots H B s (by omega) (fun E _ => h E)
  · intro h E
    exact (isRoot_iff H B E).2 (Or.inl h)
```

This is the equivalence stated at the start. If every complex number is a root, pick any $|m|+1$ of them and apply the preceding theorem. If the columns are dependent, `isRoot_iff` makes every $E$ a root.

The criterion concerns exact dependence. It sets no threshold for nearly dependent states in floating-point arithmetic.

```lean
/-- For a diagonal `H` with distinct entries and `B = 1`, the columns are linearly independent and
there are at least as many distinct roots as columns. -/
theorem root_count_sharp [DecidableEq n] (d : n → ℂ) (hd : Function.Injective d) :
    LinearIndependent ℂ (1 : Matrix n n ℂ).col ∧
      ∃ s : Finset ℂ, s.card = Fintype.card n ∧
        ∀ E ∈ s, IsRoot (Matrix.diagonal d) (1 : Matrix n n ℂ) E := by
  constructor
  · rw [← Matrix.mulVec_injective_iff]
    intro x y h
    simpa using h
  · refine ⟨Finset.univ.image d, ?_, ?_⟩
    · rw [Finset.card_image_of_injective _ hd, Finset.card_univ]
    · intro E hE
      obtain ⟨i, -, rfl⟩ := Finset.mem_image.1 hE
      refine ⟨Pi.single i 1, ?_, ?_⟩
      · intro h
        have hi := congrFun h i
        simp at hi
      · unfold Solves
        ext j
        by_cases hj : j = i
        · subst hj
          simp [Matrix.mulVec_diagonal]
        · simp [Matrix.mulVec_diagonal, hj]
```

The threshold $|m|$ cannot be lowered in general. Take $B = 1$ and $H$ diagonal with distinct entries $d_i$. The columns are independent, and the unit vector $e_i$, written `Pi.single i 1`, satisfies $He_i = d_i e_i$. This gives as many distinct roots as columns.

```lean
/-- The contracted basis in which the first of two basis states is listed twice. -/
def duplicated : Matrix (Fin 2) (Fin 2) ℂ := !![1, 1; 0, 0]
```

Lean counts from zero, so the two equal columns are both the basis state $e_0$.

```lean
/-- With the first basis state listed twice every energy is a root, but the only genuine root
is the diagonal element `H 0 0`. -/
theorem duplicated_roots (H : Matrix (Fin 2) (Fin 2) ℂ) (E : ℂ) :
    IsRoot H duplicated E ∧ (IsGenuineRoot H duplicated E ↔ E = H 0 0) := by
  constructor
  · refine (every_energy_isRoot_iff H duplicated).2 ((dependent_iff _).2 ⟨![1, -1], ?_, ?_⟩) E
    · intro h
      have h0 := congrFun h 0
      simp at h0
    · ext i
      fin_cases i <;> simp [duplicated, Matrix.mulVec, dotProduct, Fin.sum_univ_two]
  · constructor
    · rintro ⟨c, hc, h⟩
      have h0 : H 0 0 * (c 0 + c 1) = E * (c 0 + c 1) := by
        have h1 := congrFun h 0
        simp [duplicated, Matrix.mulVec, dotProduct, Matrix.mul_apply,
          Fin.sum_univ_two] at h1
        linear_combination h1
      have hne : c 0 + c 1 ≠ 0 := by
        intro hz
        apply hc
        ext i
        fin_cases i <;> simp [duplicated, Matrix.mulVec, dotProduct, Fin.sum_univ_two, hz]
      exact (mul_right_cancel₀ hne h0).symm
    · rintro rfl
      refine ⟨![1, 0], ?_, ?_⟩
      · intro h
        have h0 := congrFun h 0
        simp [duplicated, Matrix.mulVec, dotProduct, Fin.sum_univ_two] at h0
      · unfold Solves
        ext i
        fin_cases i <;>
          simp [duplicated, Matrix.mulVec, dotProduct, Matrix.mul_apply, Fin.sum_univ_two]

end ContractedEigenproblem
```

Here $Bc = (c_0 + c_1)\,e_0$. The vector $c = (1,-1)$ describes the zero state, so every energy is a root. Both components of the contracted equation say
$$H_{00}(c_0 + c_1) = E\,(c_0 + c_1).$$
A genuine root has $c_0 + c_1 \neq 0$, and cancelling this factor leaves $E = H_{00}$. Conversely, $c = (1,0)$ describes the normalised state $e_0$ and solves the equation at $E = H_{00}$. The tactic `fin_cases` checks the two components separately.

```lean
#print axioms ContractedEigenproblem.every_energy_isRoot_iff
#print axioms ContractedEigenproblem.root_count_sharp
#print axioms ContractedEigenproblem.duplicated_roots
```

```
'ContractedEigenproblem.every_energy_isRoot_iff' depends on axioms: [propext, Classical.choice, Quot.sound]
'ContractedEigenproblem.root_count_sharp' depends on axioms: [propext, Classical.choice, Quot.sound]
'ContractedEigenproblem.duplicated_roots' depends on axioms: [propext, Classical.choice, Quot.sound]
```
